# The mean fine-structure shift of hydrogenic shell $n$ is $-(Z\alpha)^4(5n-4)/(8n^5)$ rest energies at leading order

## Which average of the fine-structure levels is the right one?

Fine structure shifts the levels of a hydrogen-like ion from their nonrelativistic energies. If I average the leading-order shifts of the three levels of the $n=3$ shell with equal weights, I get $-13a^4/1944$, where $a=Z\alpha$ is the nuclear charge number $Z$ times the fine-structure constant $\alpha$, and energies are in units of the electron's rest energy. If I weight each level by $2j+1$, with $j$ the total angular momentum, I get $-9a^4/1944$. Both are wrong: the mean over the 18 states of the shell is $-11a^4/1944$. The first average ignores how many states a level holds, and the second forgets that most values of $j$ arise from two different orbital momenta.

With the right weights, the mean for every shell $n\ge 1$ should be $-a^4(5n-4)/(8n^5)$. I would like to see this made rigorous and machine-checked, with the state count derived from the allowed orbital momenta and not put in by hand. Can that be done?

## Counting the states of a level

Yes. Label the levels of shell $n$ by the integer $k=j+\tfrac12$, which runs from $1$ to $n$. The leading-order shift of level $k$ from the nonrelativistic energy $-a^2/(2n^2)$ is
$$
E_k=c\left(\frac1k-\frac{3}{4n}\right),\qquad c=-\frac{a^4}{2n^3}.
$$
It depends on $j$ but not on the orbital momentum $l$, so states with the same $j$ and different $l$ belong to one level.

The shell contains the orbital momenta $l=0,\dots,n-1$. Coupling $l$ to spin $\tfrac12$ gives $j=l+\tfrac12$, that is $k=l+1$, and for $l\ge1$ also $j=l-\tfrac12$, that is $k=l$. Each such multiplet has $2j+1=2k$ states. Level $k$ therefore receives $2k$ states from $l=k-1$, which is always available, and another $2k$ from $l=k$, which is available only when $k<n$. The weights are $4k$ for $k<n$ and $2n$ for $k=n$, and their sum is
$$
\sum_{k=1}^{n-1}4k+2n=2n(n-1)+2n=2n^2 .
$$

## From the weights to the mean and the variance

For any number $d$, the levels below the top one contribute
$$
\sum_{k=1}^{n-1}4k\,c\left(\frac1k-d\right)=c\,\bigl[4(n-1)-2d\,n(n-1)\bigr].
$$
With $d=3/(4n)$ this is $\tfrac52c(n-1)$. The top level adds $2n\,c\left(\frac1n-\frac3{4n}\right)=\tfrac12c$. The weighted sum is $\tfrac12c(5n-4)$, and division by $2n^2$ gives the mean
$$
\mu=\frac{c(5n-4)}{4n^2}=-\frac{a^4(5n-4)}{8n^5}.
$$

For the spread, note that the mean of $1/k$ over the shell is $\bigl(4(n-1)+2\bigr)/(2n^2)=(2n-1)/n^2$. Now set $d=(2n-1)/n^2$. The constant $3/(4n)$ drops out of the deviation, so $E_k-\mu=c(1/k-d)$. Write $H=\sum_{k=1}^{n-1}1/k$. The squares of the deviations, divided by $c^2$, have the weighted sum
$$
\underbrace{4H-8d(n-1)+2d^2n(n-1)}_{k<n}+\underbrace{\frac2n-4d+2nd^2}_{k=n}
=4H+\frac2n-\frac{2(2n-1)^2}{n^2}.
$$
Multiplying by $c^2=a^8/(4n^6)$ and dividing by $2n^2$ gives the variance
$$
\frac{a^8}{4n^{10}}\left[2n^2H+n-(2n-1)^2\right].
$$

The same form of the deviation locates the mean between the outer levels:
$$
\mu-E_1=\frac{a^4(n-1)^2}{2n^5},\qquad E_n-\mu=\frac{a^4(n-1)}{2n^5}.
$$
Both gaps are positive when $n\ge2$ and $a\ne0$. Since $E_k$ then increases with $k$, levels $1$ and $n$ are the lowest and the highest.

## The shells $n=3$ and $n=1$ in numbers

For $n=3$ the weights are $4,8,6$, and the shifts are $-27,-9,-3$ in units of $a^4/1944$. The mean is
$$
-\frac{4\cdot27+8\cdot9+6\cdot3}{18}=-\frac{198}{18}=-11
$$
in the same units. The deviations are $-16,2,8$, so the variance is $(4\cdot256+8\cdot4+6\cdot64)/18=80$ in units of $(a^4/1944)^2$. This equals $5a^8/236196$, as the closed form gives with $H=\tfrac32$.

The smallest shell, $n=1$, has one level with two states. Its shift is $-\tfrac12a^4(1-\tfrac34)=-a^4/8$, which is also the mean. The sum $H$ is empty and the variance is $0$.

## What the Lean statements say

`degeneracy n k` is the state count as a sum over `l` in `range n`. A term contributes `2 * k` when `k = l` or `k = l + 1`, which are the two ways of coupling to spin $\tfrac12$. The weights $4k$ and $2n$ are thus a theorem, `degeneracy_eq`, while the coupling rule and the multiplet size $2j+1$ are built into the definition.

`fineShift a n k` is $E_k$ in units of the rest energy, with `a` an arbitrary real number. The formula is taken as given. It stands for the combined first-order effect of the relativistic kinetic energy, the spin–orbit coupling and the Darwin term for one electron in the field of a fixed point charge. The file does not derive it from the Dirac equation. The algebra holds for every real `a`, but the formula describes an ion well only when $Z\alpha$ is small.

`IsShellMean n f μ` says that the total number of states is positive and that the weighted sum of `f` equals this number times `μ`. These two conditions determine `μ` uniquely. An empty shell has no mean in this sense, which is why the theorems on means assume `1 ≤ n`.

The main statements are these:

- `total_degeneracy`: the weights sum to $2n^2$.
- `shell_mean_fineShift`: for every real `a` and every `n ≥ 1`, the mean of the shift is $-a^4(5n-4)/(8n^5)$.
- `shell_variance_fineShift`: the mean of the squared deviation from that value is the variance given above, with $H$ written as a sum over `Ico 1 n`, the integers from $1$ to $n-1$.
- `mean_strictly_between`: for `a ≠ 0` and `n ≥ 2`, the mean lies strictly above level $1$ and strictly below level $n$.

Every state counts equally, as in a shell with uniform populations. Nuclear recoil, the Lamb shift, hyperfine structure and higher orders in $a$ are absent. Within this one-electron, leading-order model, the mean is the shift of the shell's centre of gravity from the nonrelativistic energy. At small $Z\alpha$ it can be used to check computed Dirac energies for a fixed point nucleus: subtract the rest energy and the nonrelativistic energy, then average over all $2n^2$ states of the shell.

```lean
import Mathlib

open Finset

namespace ShellAveragedFineStructure

noncomputable section

/-- Number of states in shell `n` with `j = k - 1/2`: each orbital momentum `l < n` with
`j = l - 1/2` or `j = l + 1/2` contributes `2j + 1 = 2k` states. -/
def degeneracy (n k : ℕ) : ℕ :=
  ∑ l ∈ range n, if k = l ∨ k = l + 1 then 2 * k else 0

/-- Fine-structure shift of the level `k = j + 1/2` in shell `n`, in units of the rest energy,
with coupling `a`. -/
def fineShift (a : ℝ) (n k : ℕ) : ℝ :=
  -(a ^ 4 / (2 * (n : ℝ) ^ 3)) * (1 / (k : ℝ) - 3 / (4 * (n : ℝ)))

/-- `μ` is the mean of the level quantity `f` over all states of shell `n`: the shell has
states, and the weighted sum of `f` is the number of states times `μ`. -/
def IsShellMean (n : ℕ) (f : ℕ → ℝ) (μ : ℝ) : Prop :=
  0 < ∑ k ∈ Icc 1 n, (degeneracy n k : ℝ) ∧
    ∑ k ∈ Icc 1 n, (degeneracy n k : ℝ) * f k = (∑ k ∈ Icc 1 n, (degeneracy n k : ℝ)) * μ

/-- A level with `k < n` holds `4k` states, and the top level `k = n` holds `2n`. -/
theorem degeneracy_eq {n k : ℕ} (hk : 1 ≤ k) (hkn : k ≤ n) :
    degeneracy n k = if k < n then 4 * k else 2 * n := by
  -- separate the two orbital momenta `l = k` and `l = k - 1`
  have h : ∀ l ∈ range n, (if k = l ∨ k = l + 1 then 2 * k else 0)
      = (if k = l then 2 * k else 0) + (if k - 1 = l then 2 * k else 0) := by
    intro l _
    split_ifs <;> omega
  rw [degeneracy, sum_congr rfl h, sum_add_distrib]
  simp only [sum_ite_eq, mem_range]
  split_ifs <;> omega

/-- A sum over the states of a shell splits into the levels `k < n` with weight `4k` and the
top level with weight `2n`. -/
theorem shell_sum {n : ℕ} (hn : 1 ≤ n) (f : ℕ → ℝ) :
    ∑ k ∈ Icc 1 n, (degeneracy n k : ℝ) * f k
      = ∑ k ∈ Ico 1 n, 4 * (k : ℝ) * f k + 2 * (n : ℝ) * f n := by
  have hs : Icc 1 n = Ico 1 (n + 1) := by
    ext k
    simp only [mem_Icc, mem_Ico]
    omega
  rw [hs, sum_Ico_succ_top hn]
  congr 1
  · apply sum_congr rfl
    intro k hk
    have hk' := mem_Ico.mp hk
    rw [degeneracy_eq hk'.1 hk'.2.le, if_pos hk'.2]
    push_cast
    ring
  · rw [degeneracy_eq hn le_rfl, if_neg (lt_irrefl n)]
    push_cast
    ring

/-- Shell `n` holds `2n²` states. -/
theorem total_degeneracy (n : ℕ) :
    ∑ k ∈ Icc 1 n, (degeneracy n k : ℝ) = 2 * (n : ℝ) ^ 2 := by
  rcases Nat.eq_zero_or_pos n with h0 | hn
  · subst h0
    simp
  have key : ∀ m : ℕ, 1 ≤ m →
      ∑ k ∈ Ico 1 m, 4 * (k : ℝ) = 2 * (m : ℝ) * ((m : ℝ) - 1) := by
    intro m hm
    induction m, hm using Nat.le_induction with
    | base => simp
    | succ m hm ih =>
      rw [sum_Ico_succ_top hm, ih]
      push_cast
      ring
  have h := shell_sum hn (fun _ => (1 : ℝ))
  simp only [mul_one] at h
  rw [h, key n hn]
  ring

/-- A number is the shell mean of `f` once it reproduces the sum with weights `4k` and `2n`
for `2n²` states. -/
theorem isShellMean_of_sum {n : ℕ} (hn : 1 ≤ n) {f : ℕ → ℝ} {μ : ℝ}
    (h : ∑ k ∈ Ico 1 n, 4 * (k : ℝ) * f k + 2 * (n : ℝ) * f n = 2 * (n : ℝ) ^ 2 * μ) :
    IsShellMean n f μ := by
  have hp : (0 : ℝ) < n := by exact_mod_cast hn
  unfold IsShellMean
  rw [shell_sum hn, total_degeneracy]
  exact ⟨by positivity, h⟩

/-- Weighted sum over the levels `k < n` of a quantity linear in `1/k`. -/
theorem inner_sum_linear (c d : ℝ) {n : ℕ} (hn : 1 ≤ n) :
    ∑ k ∈ Ico 1 n, 4 * (k : ℝ) * (c * (1 / (k : ℝ) - d))
      = c * (4 * ((n : ℝ) - 1) - 2 * d * n * ((n : ℝ) - 1)) := by
  induction n, hn using Nat.le_induction with
  | base => simp
  | succ n hn ih =>
    have h0 : (n : ℝ) ≠ 0 := by
      exact_mod_cast (show n ≠ 0 by omega)
    have h : (n : ℝ) * (1 / (n : ℝ)) = 1 := mul_one_div_cancel h0
    rw [sum_Ico_succ_top hn, ih]
    push_cast
    linear_combination 4 * c * h

/-- Weighted sum over the levels `k < n` of the square of a quantity linear in `1/k`. -/
theorem inner_sum_square (c d : ℝ) {n : ℕ} (hn : 1 ≤ n) :
    ∑ k ∈ Ico 1 n, 4 * (k : ℝ) * (c * (1 / (k : ℝ) - d)) ^ 2
      = c ^ 2 * (4 * ∑ k ∈ Ico 1 n, 1 / (k : ℝ) - 8 * d * ((n : ℝ) - 1)
        + 2 * d ^ 2 * n * ((n : ℝ) - 1)) := by
  induction n, hn using Nat.le_induction with
  | base => simp
  | succ n hn ih =>
    have h0 : (n : ℝ) ≠ 0 := by
      exact_mod_cast (show n ≠ 0 by omega)
    have h : (n : ℝ) * (1 / (n : ℝ)) = 1 := mul_one_div_cancel h0
    rw [sum_Ico_succ_top hn, sum_Ico_succ_top hn, ih]
    push_cast
    linear_combination 4 * c ^ 2 * (1 / (n : ℝ) - 2 * d) * h

/-- The fine-structure shift averaged over all states of shell `n` is
`-a⁴(5n - 4)/(8n⁵)`. -/
theorem shell_mean_fineShift (a : ℝ) {n : ℕ} (hn : 1 ≤ n) :
    IsShellMean n (fineShift a n) (-(a ^ 4 * (5 * (n : ℝ) - 4) / (8 * (n : ℝ) ^ 5))) := by
  have h0 : (n : ℝ) ≠ 0 := by
    exact_mod_cast (show n ≠ 0 by omega)
  apply isShellMean_of_sum hn
  simp only [fineShift]
  rw [inner_sum_linear _ _ hn]
  field_simp
  ring

/-- The variance of the fine-structure shift over the states of shell `n`, in terms of the
harmonic sum `1 + 1/2 + ... + 1/(n-1)`. -/
theorem shell_variance_fineShift (a : ℝ) {n : ℕ} (hn : 1 ≤ n) :
    IsShellMean n
      (fun k => (fineShift a n k - -(a ^ 4 * (5 * (n : ℝ) - 4) / (8 * (n : ℝ) ^ 5))) ^ 2)
      (a ^ 8 / (4 * (n : ℝ) ^ 10) *
        (2 * (n : ℝ) ^ 2 * ∑ k ∈ Ico 1 n, 1 / (k : ℝ) + n - (2 * (n : ℝ) - 1) ^ 2)) := by
  have h0 : (n : ℝ) ≠ 0 := by
    exact_mod_cast (show n ≠ 0 by omega)
  -- the deviation measures `1/k` from its own shell mean `(2n - 1)/n²`
  have hdev : ∀ k : ℕ,
      fineShift a n k - -(a ^ 4 * (5 * (n : ℝ) - 4) / (8 * (n : ℝ) ^ 5))
        = -(a ^ 4 / (2 * (n : ℝ) ^ 3)) * (1 / (k : ℝ) - (2 * (n : ℝ) - 1) / (n : ℝ) ^ 2) := by
    intro k
    unfold fineShift
    generalize 1 / (k : ℝ) = x
    field_simp
    ring
  apply isShellMean_of_sum hn
  simp only [hdev]
  rw [inner_sum_square _ _ hn]
  generalize ∑ k ∈ Ico 1 n, 1 / (k : ℝ) = H
  field_simp
  ring

/-- For `n ≥ 2` and nonzero coupling, the shell-averaged shift lies strictly above the shift of
the level `k = 1` and strictly below that of the level `k = n`. -/
theorem mean_strictly_between {a : ℝ} (ha : a ≠ 0) {n : ℕ} (hn : 2 ≤ n) :
    fineShift a n 1 < -(a ^ 4 * (5 * (n : ℝ) - 4) / (8 * (n : ℝ) ^ 5)) ∧
      -(a ^ 4 * (5 * (n : ℝ) - 4) / (8 * (n : ℝ) ^ 5)) < fineShift a n n := by
  have h2 : (2 : ℝ) ≤ n := by exact_mod_cast hn
  have hp : (0 : ℝ) < n := by linarith
  have h0 : (n : ℝ) ≠ 0 := hp.ne'
  have h1 : (0 : ℝ) < (n : ℝ) - 1 := by linarith
  have ha4 : 0 < a ^ 4 := by positivity
  have hc : 0 < a ^ 4 / (2 * (n : ℝ) ^ 5) := by positivity
  -- both gaps are explicit positive quantities
  have low : -(a ^ 4 * (5 * (n : ℝ) - 4) / (8 * (n : ℝ) ^ 5)) - fineShift a n 1
      = a ^ 4 / (2 * (n : ℝ) ^ 5) * ((n : ℝ) - 1) ^ 2 := by
    unfold fineShift
    push_cast
    field_simp
    ring
  have high : fineShift a n n - -(a ^ 4 * (5 * (n : ℝ) - 4) / (8 * (n : ℝ) ^ 5))
      = a ^ 4 / (2 * (n : ℝ) ^ 5) * ((n : ℝ) - 1) := by
    unfold fineShift
    field_simp
    ring
  have g1 := mul_pos hc (pow_pos h1 2)
  have g2 := mul_pos hc h1
  constructor <;> linarith

end

end ShellAveragedFineStructure
```

```lean
#print axioms ShellAveragedFineStructure.shell_mean_fineShift
#print axioms ShellAveragedFineStructure.shell_variance_fineShift
#print axioms ShellAveragedFineStructure.mean_strictly_between
```

```
'ShellAveragedFineStructure.shell_mean_fineShift' depends on axioms: [propext, Classical.choice, Quot.sound]
'ShellAveragedFineStructure.shell_variance_fineShift' depends on axioms: [propext, Classical.choice, Quot.sound]
'ShellAveragedFineStructure.mean_strictly_between' depends on axioms: [propext, Classical.choice, Quot.sound]
```

## How the proof follows the calculation

`degeneracy_eq` replaces the condition "`k = l` or `k = l + 1`" by two separate terms, one for `l = k` and one for `l = k - 1`. The two cases never coincide, so nothing is counted twice. Each sum then collapses to a single term, present only if that orbital momentum is below `n`, and `omega` settles the remaining integer cases.

`shell_sum` detaches the level $k=n$ from the rest and inserts the weights, for an arbitrary level quantity `f`. Applied to the constant function $1$, it gives `total_degeneracy`, once an induction has shown that $\sum_{k<m}4k=2m(m-1)$. `isShellMean_of_sum` combines the two results: to prove that `μ` is a shell mean, it is enough to check that the split sum equals $2n^2\mu$.

`inner_sum_linear` and `inner_sum_square` are the sums over $k<n$ of $4k\,c(1/k-d)$ and of $4k\,[c(1/k-d)]^2$, for arbitrary real `c` and `d`. Both go by induction on `n`. The step adds the term $k=n$, and the only fact needed beyond polynomial algebra is $n\cdot(1/n)=1$, which `linear_combination` multiplies by the right factor. In the quadratic case the harmonic sum gains its next term $1/n$ in the same step.

In `shell_mean_fineShift` the linear sum is used with $c=-a^4/(2n^3)$ and $d=3/(4n)$. `field_simp` clears the denominators and `ring` confirms the polynomial identity that was worked out above as $\tfrac52c(n-1)+\tfrac12c=\tfrac12c(5n-4)$.

`shell_variance_fineShift` first proves `hdev`, the rewriting of the deviation as $c\bigl(1/k-(2n-1)/n^2\bigr)$, and then applies the quadratic sum. The harmonic sum is replaced by a single symbol `H` before the final simplification, because the identity holds whatever its value.

`mean_strictly_between` computes the two gaps exactly, as `low` and `high`. Each is the positive factor $a^4/(2n^5)$ times $(n-1)^2$ or $n-1$, and the inequalities follow from the positivity of these products.
